# Two bands of a glide-symmetric chain with real hopping meet at \(k=\pi\), and a nonzero staggered potential separates them

## Two sites at the zone boundary

Take a chain with two sites per cell, numbered 0 and 1. A glide carries site 0 to site 1 of the same cell, and site 1 to site 0 of the next cell. Two glides make one lattice translation, whose Bloch phase at the zone boundary is \(-1\). There the glide acts as

\[
G=\begin{pmatrix}0&-1\\1&0\end{pmatrix},\qquad G^2=-1 .
\]

Let \(M\) be a symmetric matrix, with \(M_{10}=M_{01}\). Then

\[
MG=\begin{pmatrix}M_{01}&-M_{00}\\M_{11}&-M_{01}\end{pmatrix},\qquad
GM=\begin{pmatrix}-M_{01}&-M_{11}\\M_{00}&M_{01}\end{pmatrix}.
\]

If \(M\) commutes with the glide, then \(M_{01}=-M_{01}\), so \(M_{01}=0\), and \(M_{00}=M_{11}\). Hence \(M=M_{00}\,1\): both states have the same energy, and the bands stick together.

Symmetry of \(M\) stands for a real Hamiltonian, as for spinless electrons without a magnetic field. With Bloch phases attached to whole cells, these phases are \(\pm1\) at \(k=\pi\), so the Bloch matrix is real there, and a real Hermitian matrix is symmetric. The glide by itself is not enough: \(iG\) is Hermitian and commutes with \(G\), yet its eigenvalues are \(\pm1\).

## The chain at a general wavenumber

Let \(k\) be the wavenumber times the lattice constant, \(e\) the site energy and \(t\) the hopping, all real. The glide and the Hamiltonian are

\[
G(k)=\begin{pmatrix}0&e^{-ik}\\1&0\end{pmatrix},\qquad
H(k)=e\,1+t\,(G+G^\dagger)=\begin{pmatrix}e&t(1+e^{-ik})\\t(1+e^{ik})&e\end{pmatrix},
\]

where \(e^{\pm ik}\) is the exponential and a bare \(e\) is the site energy. Direct multiplication gives \(G^2=e^{-ik}\,1\) and \(GG^\dagger=G^\dagger G=1\). Therefore

\[
HG=eG+t(G^2+1)=GH .
\]

Write \(w=e^{-ik/2}\), let \(s=\pm1\), and take the normalised state \(v_s=(sw,1)/\sqrt2\). Since \(s^2=1\),

\[
Gv_s=\frac{1}{\sqrt2}(w^2,sw)=sw\,v_s,\qquad G^\dagger v_s=G^{-1}v_s=sw^{-1}v_s .
\]

Adding the two actions gives

\[
Hv_s=\bigl(e+st(w+w^{-1})\bigr)v_s=\bigl(e+2st\cos(k/2)\bigr)v_s .
\]

The two glide eigenvalues \(\pm w\) differ, so the two states are independent and there are no further levels. At \(k=\pi\) the cosine vanishes and \(H(\pi)=e\,1\).

## The gap from unequal site energies

Now add \(\mathrm{diag}(d,-d)\) with \(d\) real. A level \(E\) makes the determinant of \(H+\mathrm{diag}(d,-d)-E\,1\) vanish:

\[
(e+d-E)(e-d-E)-t^2(1+e^{-ik})(1+e^{ik})=0 .
\]

The product of the two phase factors is \(2+2\cos k=4\cos^2(k/2)\), so

\[
(E-e)^2=d^2+4t^2\cos^2(k/2).
\]

The levels are \(e\pm\Delta(k)/2\), with

\[
\Delta(k)=2\sqrt{d^2+4t^2\cos^2(k/2)}\ \ge\ 2|d| .
\]

Equality holds at \(k=\pi\), where the separation is \(2|d|\).

For a band-structure calculation on this non-interacting two-site model, a splitting at \(k=\pi\) therefore signals that the Hamiltonian is not glide-symmetric or is not real in the site basis.

## What the theorems say

The definitions `glide`, `hamiltonian` and `stagger` are the three matrices above, with complex entries and real parameters. The superscript `ᴴ` is the conjugate transpose and `ᵀ` the plain transpose. The wavenumber ranges over all real numbers, not only one Brillouin zone.

`IsLevel M E` means that some nonzero vector \(v\) satisfies \(Mv=Ev\). The energy \(E\) is allowed to be complex, and the theorems show that every level is one of two real numbers. This predicate does not count multiplicity; the double degeneracy at \(k=\pi\) is expressed by the matrix identity \(H(\pi)=e\,1\) in `band_sticking_witness`.

- `glide_sq_and_unitary` and `hamiltonian_commutes` state the glide algebra and \(HG=GH\).
- `bloch_state` gives the joint eigenvectors, unnormalised as \((sw,1)\). Its `s` is a complex number with \(s^2=1\), hence \(\pm1\).
- `hamiltonian_levels` says that \(E\) is a level of \(H(k)\) exactly when it is \(e+2t\cos(k/2)\) or \(e-2t\cos(k/2)\).
- `staggered_gap` identifies the levels as \(e\pm\Delta/2\), where `gap t d k` is \(\Delta(k)\), and gives its value at \(\pi\) and its lower bound.
- `band_sticking` is the opening argument for any complex symmetric \(2\times2\) matrix; it need not be Hermitian.

The name band sticking is also used for degeneracies along whole lines or faces of the Brillouin-zone boundary in crystals with glides or screw axes. The theorem here concerns one wavenumber and a two-dimensional state space. The model has one orbital per site, taken to keep its sign under the glide, so its glide matrix is the same as that of a half-cell translation. The reality of the Hamiltonian enters as the hypothesis `hsym` and is not derived from a time-reversal operator.

## The Lean file

```lean
import Mathlib

open Matrix

namespace GlideBandSticking

noncomputable section

/-- The glide operation at Bloch wavenumber `k`, acting on the two sites of the cell. -/
def glide (k : ℝ) : Matrix (Fin 2) (Fin 2) ℂ :=
  !![0, Complex.exp (-(k * Complex.I)); 1, 0]

/-- The chain Hamiltonian with site energy `e` and hopping `t` along the glide and back. -/
def hamiltonian (e t k : ℝ) : Matrix (Fin 2) (Fin 2) ℂ :=
  (e : ℂ) • 1 + (t : ℂ) • (glide k + (glide k)ᴴ)

/-- The staggered potential, `d` on one site and `-d` on the other. -/
def stagger (d : ℝ) : Matrix (Fin 2) (Fin 2) ℂ := !![(d : ℂ), 0; 0, -(d : ℂ)]

/-- `E` is an energy level of `M`: some nonzero state satisfies `M v = E v`. -/
def IsLevel (M : Matrix (Fin 2) (Fin 2) ℂ) (E : ℂ) : Prop :=
  ∃ v : Fin 2 → ℂ, v ≠ 0 ∧ M *ᵥ v = E • v

/-- The band separation `2 √(d² + (2 t cos (k/2))²)`. -/
def gap (t d k : ℝ) : ℝ := 2 * √(d ^ 2 + (2 * t * Real.cos (k / 2)) ^ 2)

/-- The Bloch phases are squares of half phases, which are mutually inverse and
add up to `2 cos (k/2)`. -/
theorem half_phase (k : ℝ) :
    Complex.exp (-(k * Complex.I)) = Complex.exp (-(k / 2 * Complex.I)) ^ 2 ∧
    Complex.exp (k * Complex.I) = Complex.exp (k / 2 * Complex.I) ^ 2 ∧
    Complex.exp (-(k / 2 * Complex.I)) * Complex.exp (k / 2 * Complex.I) = 1 ∧
    2 * (Real.cos (k / 2) : ℂ) =
      Complex.exp (-(k / 2 * Complex.I)) + Complex.exp (k / 2 * Complex.I) := by
  refine ⟨?_, ?_, ?_, ?_⟩
  · rw [← Complex.exp_nat_mul]
    congr 1
    push_cast
    ring
  · rw [← Complex.exp_nat_mul]
    congr 1
    push_cast
    ring
  · rw [← Complex.exp_add, neg_add_cancel, Complex.exp_zero]
  · rw [Complex.ofReal_cos, Complex.cos, neg_mul]
    push_cast
    ring

/-- The Hamiltonian written out as a matrix in the site basis. -/
theorem hamiltonian_eq (e t k : ℝ) :
    hamiltonian e t k = !![(e : ℂ), t * (Complex.exp (-(k * Complex.I)) + 1);
      t * (1 + Complex.exp (k * Complex.I)), (e : ℂ)] := by
  have hc : (starRingEnd ℂ) (Complex.exp (-(k * Complex.I))) =
      Complex.exp (k * Complex.I) := by
    rw [← Complex.exp_conj]
    simp
  ext i j
  fin_cases i <;> fin_cases j <;> simp [hamiltonian, glide, hc] <;> ring

/-- Two glides give the lattice translation phase `exp (-ik)`, and the glide is unitary. -/
theorem glide_sq_and_unitary (k : ℝ) :
    glide k * glide k = Complex.exp (-(k * Complex.I)) • 1 ∧
    glide k * (glide k)ᴴ = 1 ∧ (glide k)ᴴ * glide k = 1 := by
  have hc : (starRingEnd ℂ) (Complex.exp (-(k * Complex.I))) =
      Complex.exp (k * Complex.I) := by
    rw [← Complex.exp_conj]
    simp
  have hu : glide k * (glide k)ᴴ = 1 := by
    ext i j
    fin_cases i <;> fin_cases j <;>
      simp [glide, Matrix.mul_apply, Fin.sum_univ_two, hc, ← Complex.exp_add]
  refine ⟨?_, hu, mul_eq_one_comm.mp hu⟩
  ext i j
  fin_cases i <;> fin_cases j <;> simp [glide, Matrix.mul_apply, Fin.sum_univ_two]

/-- The Hamiltonian commutes with the glide at every wavenumber. -/
theorem hamiltonian_commutes (e t k : ℝ) :
    hamiltonian e t k * glide k = glide k * hamiltonian e t k := by
  obtain ⟨-, h1, h2⟩ := glide_sq_and_unitary k
  simp only [hamiltonian, add_mul, mul_add, smul_mul_assoc, mul_smul_comm,
    one_mul, mul_one, h1, h2]

/-- For each sign `s`, the state `(s exp (-ik/2), 1)` has glide eigenvalue `s exp (-ik/2)`
and energy `e + 2 s t cos (k/2)`. -/
theorem bloch_state (e t k : ℝ) (s : ℂ) (hs : s ^ 2 = 1) :
    glide k *ᵥ ![s * Complex.exp (-(k / 2 * Complex.I)), 1] =
      (s * Complex.exp (-(k / 2 * Complex.I))) •
        ![s * Complex.exp (-(k / 2 * Complex.I)), 1] ∧
    hamiltonian e t k *ᵥ ![s * Complex.exp (-(k / 2 * Complex.I)), 1] =
      ((e : ℂ) + 2 * s * t * (Real.cos (k / 2) : ℂ)) •
        ![s * Complex.exp (-(k / 2 * Complex.I)), 1] := by
  obtain ⟨hp, hq, hw, hcos⟩ := half_phase k
  -- a two-component eigenvalue equation is a pair of scalar equations
  have act : ∀ a b c d x y z : ℂ, a * x + b * y = z * x → c * x + d * y = z * y →
      !![a, b; c, d] *ᵥ ![x, y] = z • ![x, y] := by
    intro a b c d x y z h0 h1
    ext i
    fin_cases i
    · simpa [Matrix.mulVec, dotProduct, Fin.sum_univ_two] using h0
    · simpa [Matrix.mulVec, dotProduct, Fin.sum_univ_two] using h1
  rw [hamiltonian_eq, glide]
  generalize Complex.exp (-(k / 2 * Complex.I)) = w at *
  generalize Complex.exp (k / 2 * Complex.I) = u at *
  constructor
  · apply act
    · linear_combination hp - w ^ 2 * hs
    · ring
  · apply act
    · linear_combination (t : ℂ) * hp - 2 * t * (Real.cos (k / 2) : ℂ) * w * hs
        - t * w * hcos - t * hw
    · linear_combination t * s * w * hq + t * s * u * hw - t * s * hcos

/-- The levels with staggered potential are the solutions of the secular equation
`(E - e)² = d² + (2 t cos (k/2))²`. -/
theorem isLevel_iff_secular (e t d k : ℝ) (E : ℂ) :
    IsLevel (hamiltonian e t k + stagger d) E ↔
      (E - e) ^ 2 = (d : ℂ) ^ 2 + (2 * t * (Real.cos (k / 2) : ℂ)) ^ 2 := by
  obtain ⟨h1, h2, h3, h4⟩ := half_phase k
  have hp : Complex.exp (-(k * Complex.I)) * Complex.exp (k * Complex.I) = 1 := by
    rw [← Complex.exp_add, neg_add_cancel, Complex.exp_zero]
  have hcos : (2 * (Real.cos (k / 2) : ℂ)) ^ 2 =
      2 + Complex.exp (-(k * Complex.I)) + Complex.exp (k * Complex.I) := by
    rw [h4, h1, h2]
    linear_combination 2 * h3
  have hdet : IsLevel (hamiltonian e t k + stagger d) E ↔
      (hamiltonian e t k + stagger d - E • 1).det = 0 := by
    rw [← Matrix.exists_mulVec_eq_zero_iff]
    simp only [IsLevel, Matrix.sub_mulVec, Matrix.smul_mulVec, Matrix.one_mulVec,
      sub_eq_zero]
  have hM : hamiltonian e t k + stagger d - E • 1 =
      !![(e : ℂ) + d - E, t * (Complex.exp (-(k * Complex.I)) + 1);
        t * (1 + Complex.exp (k * Complex.I)), (e : ℂ) + -d - E] := by
    rw [hamiltonian_eq]
    ext i j
    fin_cases i <;> fin_cases j <;> simp [stagger]
  rw [hdet, hM, Matrix.det_fin_two_of]
  constructor <;> intro h
  · linear_combination h + (t : ℂ) ^ 2 * hp - (t : ℂ) ^ 2 * hcos
  · linear_combination h - (t : ℂ) ^ 2 * hp + (t : ℂ) ^ 2 * hcos

/-- The levels of the glide-symmetric chain are exactly `e ± 2 t cos (k/2)`. -/
theorem hamiltonian_levels (e t k : ℝ) (E : ℂ) :
    IsLevel (hamiltonian e t k) E ↔
      E = e + 2 * t * (Real.cos (k / 2) : ℂ) ∨ E = e - 2 * t * (Real.cos (k / 2) : ℂ) := by
  have h0 : stagger 0 = 0 := by
    ext i j
    fin_cases i <;> fin_cases j <;> simp [stagger]
  have h := isLevel_iff_secular e t 0 k E
  rw [h0, add_zero, Complex.ofReal_zero, zero_pow two_ne_zero, zero_add,
    sq_eq_sq_iff_eq_or_eq_neg] at h
  rw [h]
  exact or_congr
    ⟨fun h => by linear_combination h, fun h => by linear_combination h⟩
    ⟨fun h => by linear_combination h, fun h => by linear_combination h⟩

/-- With the staggered potential the levels are `e ± gap/2`; the gap is `2|d|` at `k = π`
and at least `2|d|` at every wavenumber. -/
theorem staggered_gap (e t d : ℝ) :
    (∀ (k : ℝ) (E : ℂ), IsLevel (hamiltonian e t k + stagger d) E ↔
      E = e + (gap t d k : ℂ) / 2 ∨ E = e - (gap t d k : ℂ) / 2) ∧
    gap t d Real.pi = 2 * |d| ∧ ∀ k, 2 * |d| ≤ gap t d k := by
  refine ⟨fun k E => ?_, ?_, fun k => ?_⟩
  · have hr : d ^ 2 + (2 * t * Real.cos (k / 2)) ^ 2 = (gap t d k / 2) ^ 2 := by
      rw [gap, mul_div_cancel_left₀ _ two_ne_zero, Real.sq_sqrt (by positivity)]
    have hS : (d : ℂ) ^ 2 + (2 * t * (Real.cos (k / 2) : ℂ)) ^ 2 =
        ((gap t d k : ℂ) / 2) ^ 2 := by
      exact_mod_cast hr
    rw [isLevel_iff_secular, hS, sq_eq_sq_iff_eq_or_eq_neg]
    exact or_congr
      ⟨fun h => by linear_combination h, fun h => by linear_combination h⟩
      ⟨fun h => by linear_combination h, fun h => by linear_combination h⟩
  · simp [gap, Real.sqrt_sq_eq_abs]
  · have h := Real.abs_le_sqrt
      (le_add_of_nonneg_right (a := d ^ 2) (sq_nonneg (2 * t * Real.cos (k / 2))))
    unfold gap
    linarith

/-- Band sticking: every symmetric matrix that commutes with the glide at `k = π`
is a multiple of the identity. -/
theorem band_sticking (M : Matrix (Fin 2) (Fin 2) ℂ) (hsym : Mᵀ = M)
    (hcomm : M * glide Real.pi = glide Real.pi * M) : M = M 0 0 • 1 := by
  have hG : glide Real.pi = !![0, -1; 1, 0] := by
    simp [glide, Complex.exp_neg]
  rw [hG] at hcomm
  have h00 := congrFun (congrFun hcomm 0) 0
  have h01 := congrFun (congrFun hcomm 0) 1
  have hs : M 1 0 = M 0 1 := congrFun (congrFun hsym 0) 1
  simp [Matrix.mul_apply, Fin.sum_univ_two] at h00 h01
  -- the glide makes the off-diagonal part antisymmetric; it is also symmetric, so it vanishes
  have hz : M 0 1 = 0 := by linear_combination (h00 - hs) / 2
  have hz' : M 1 0 = 0 := hs.trans hz
  ext i j
  fin_cases i <;> fin_cases j <;> simp [hz, hz', h01]

/-- The chain Hamiltonian at `k = π` is symmetric, commutes with the glide, and equals
`e` times the identity. -/
theorem band_sticking_witness (e t : ℝ) :
    (hamiltonian e t Real.pi)ᵀ = hamiltonian e t Real.pi ∧
    hamiltonian e t Real.pi * glide Real.pi = glide Real.pi * hamiltonian e t Real.pi ∧
    hamiltonian e t Real.pi = (e : ℂ) • 1 := by
  have h : hamiltonian e t Real.pi = (e : ℂ) • 1 := by
    rw [hamiltonian_eq]
    ext i j
    fin_cases i <;> fin_cases j <;> simp [Complex.exp_neg]
  refine ⟨?_, hamiltonian_commutes e t Real.pi, h⟩
  rw [h, Matrix.transpose_smul, Matrix.transpose_one]

end

end GlideBandSticking
```

```lean
#print axioms GlideBandSticking.bloch_state
-- 'GlideBandSticking.bloch_state' depends on axioms: [propext, Classical.choice, Quot.sound]
#print axioms GlideBandSticking.hamiltonian_levels
-- 'GlideBandSticking.hamiltonian_levels' depends on axioms: [propext, Classical.choice, Quot.sound]
#print axioms GlideBandSticking.staggered_gap
-- 'GlideBandSticking.staggered_gap' depends on axioms: [propext, Classical.choice, Quot.sound]
#print axioms GlideBandSticking.band_sticking
-- 'GlideBandSticking.band_sticking' depends on axioms: [propext, Classical.choice, Quot.sound]
```

## How the proof follows the algebra

**Phases and glide algebra.** `half_phase` records \(e^{-ik}=w^2\), the corresponding identity for \(e^{ik}\), the inverse relation between the half phases, and their sum \(2\cos(k/2)\). `hamiltonian_eq` writes out the Hamiltonian entry by entry, using the fact that conjugation turns \(e^{-ik}\) into \(e^{ik}\). In `glide_sq_and_unitary`, \(GG^\dagger=1\) is computed from the entries, and `mul_eq_one_comm` supplies the product in the other order. `hamiltonian_commutes` then expands both sides and replaces both products by 1, as in the calculation by hand.

**Bloch states.** Inside `bloch_state`, the auxiliary statement `act` turns a two-component eigenvalue equation into two scalar equations. The half phases are replaced by letters `w` and `u`, and `linear_combination` verifies three of the four scalar equations from \(s^2=1\) and the identities in `half_phase`. The remaining one, the second component of the glide equation, is closed by `ring`.

**Levels.** `isLevel_iff_secular` rewrites \(Mv=Ev\) as \((M-E\,1)v=0\). By `Matrix.exists_mulVec_eq_zero_iff`, a nonzero solution exists exactly when the determinant vanishes. The step `hcos` is the identity \(4\cos^2(k/2)=2+e^{-ik}+e^{ik}\), which brings the determinant to the secular equation.

`hamiltonian_levels` sets \(d=0\) and splits the equality of two squares into its two signs. It thus takes the determinant route, whereas the derivation above counted independent Bloch states. `staggered_gap` does the same splitting after writing the right-hand side as \((\Delta/2)^2\), which is allowed because the sum under the root is nonnegative. The lower bound comes from `Real.abs_le_sqrt`: adding a square to \(d^2\) cannot bring the root below \(|d|\).

**Sticking.** `band_sticking` first evaluates the glide at \(\pi\), then reads off two entries of the commutation equation. The entry `h00` gives \(M_{01}=-M_{10}\), and `h01` gives \(M_{00}=M_{11}\). Together with the symmetry `hs`, the first makes the off-diagonal entries vanish. `band_sticking_witness` confirms that \(H(\pi)\) satisfies both hypotheses and evaluates it as \(e\,1\).
